# Gradients of the bond-angle cosine and the balance of their torques

Take two perpendicular bonds of unit length, $a=e_1$ and $b=e_2$, drawn from a common vertex atom. The cosine of the angle between them is $c=0$. Tilting $a$ to $e_1+\delta e_2$ changes the cosine to $\delta/\sqrt{1+\delta^2}\approx\delta$, while stretching $a$ along itself or tilting it out of the plane of the two bonds changes nothing. The gradient of $c$ with respect to $a$ is therefore $p=e_2$, and by symmetry the gradient with respect to $b$ is $q=e_1$. Each is orthogonal to its own bond, and

$$a\times p+b\times q=e_1\times e_2+e_2\times e_1=0 .$$

The same structure holds for any two nonzero bonds. Everything except the cross products works in an arbitrary real inner product space `E`, so that is the setting for the calculus.

```lean
import Mathlib

open Matrix
open scoped InnerProductSpace

namespace AngleBending

noncomputable section

variable {E : Type*} [NormedAddCommGroup E] [InnerProductSpace ℝ E]
```

## The cosine and its candidate gradient

For bonds $a$ and $b$ the cosine is

$$c=\frac{\langle a,b\rangle}{\|a\|\,\|b\|}.$$

It is a function of the bond vectors, and the angle itself never appears.

```lean
/-- The cosine of the angle between two bond vectors. -/
def bondCos (a b : E) : ℝ := inner ℝ a b / (‖a‖ * ‖b‖)
```

Write $\hat a=a/\|a\|$ and $\hat b=b/\|b\|$. The claimed gradients are

$$p=\frac{\hat b-c\,\hat a}{\|a\|},\qquad q=\frac{\hat a-c\,\hat b}{\|b\|}.$$

The numerator of $p$ is the part of $\hat b$ perpendicular to $a$. In Lean, $p$ is `cosGrad a b` and $q$ is `cosGrad b a`. At this stage the name is only a label for a formula.

```lean
/-- The vector `(b/‖b‖ - c a/‖a‖)/‖a‖`, where `c` is the cosine of the bond angle. -/
def cosGrad (a b : E) : E :=
  ‖a‖⁻¹ • (‖b‖⁻¹ • b - bondCos a b • (‖a‖⁻¹ • a))
```

Swapping the bonds leaves $c$ unchanged, so a result about the first bond carries over to the second.

```lean
/-- The bond-angle cosine does not depend on the order of the bonds. -/
theorem bondCos_comm (a b : E) : bondCos a b = bondCos b a := by
  simp only [bondCos, real_inner_comm a b, mul_comm ‖a‖ ‖b‖]
```

## Differentiating the cosine

The inverse length is $\|x\|^{-1}=s^{-1/2}$ with $s=\|x\|^2$. A displacement $v$ from $a\neq0$ changes $s$ by $2\langle a,v\rangle$ to first order, so the chain rule gives

$$d\big(\|x\|^{-1}\big)(v)=-\tfrac12\|a\|^{-3}\cdot 2\langle a,v\rangle=-\frac{\langle a,v\rangle}{\|a\|^3}.$$

The proof follows this route, composing the derivative of the inverse square root with that of the squared norm. In the statement, `innerSL ℝ a` is the linear map $v\mapsto\langle a,v\rangle$.

```lean
/-- The inverse bond length `1/‖x‖` has derivative `v ↦ -⟨a,v⟩/‖a‖³` at a nonzero bond `a`. -/
theorem hasFDerivAt_inv_norm {a : E} (ha : a ≠ 0) :
    HasFDerivAt (fun x : E => ‖x‖⁻¹) ((-(‖a‖⁻¹ ^ 3)) • innerSL ℝ a) a := by
  have hn : ‖a‖ ≠ 0 := norm_ne_zero_iff.mpr ha
  have h1 := (hasStrictFDerivAt_norm_sq a).hasFDerivAt
  have hs : √(‖a‖ ^ 2) = ‖a‖ := Real.sqrt_sq (norm_nonneg a)
  have h2 : HasDerivAt (fun s : ℝ => (√s)⁻¹)
      (-(1 / (2 * √(‖a‖ ^ 2))) / √(‖a‖ ^ 2) ^ 2) (‖a‖ ^ 2) :=
    (Real.hasDerivAt_sqrt (pow_ne_zero 2 hn)).inv (by rw [hs]; exact hn)
  rw [hs] at h2
  -- write the norm as the square root of the squared norm
  have e : (fun x : E => ‖x‖⁻¹) = (fun s : ℝ => (√s)⁻¹) ∘ (fun x : E => ‖x‖ ^ 2) := by
    funext x
    simp only [Function.comp_apply, Real.sqrt_sq (norm_nonneg x)]
  rw [e]
  refine (h2.comp_hasFDerivAt a h1).congr_fderiv ?_
  ext v
  change (-(1 / (2 * ‖a‖)) / ‖a‖ ^ 2) * ((2 : ℕ) • inner ℝ a v)
    = (-(‖a‖⁻¹ ^ 3)) * inner ℝ a v
  rw [nsmul_eq_mul]
  push_cast
  ring
```

Now let both bonds depend on a configuration, and let $\delta a$, $\delta b$ be their first-order changes. The product rule applied to $\langle a,b\rangle\|a\|^{-1}\|b\|^{-1}$ gives

$$\delta c=\frac{\langle\delta a,b\rangle+\langle a,\delta b\rangle}{\|a\|\|b\|}-c\,\frac{\langle a,\delta a\rangle}{\|a\|^2}-c\,\frac{\langle b,\delta b\rangle}{\|b\|^2}
=\langle p,\delta a\rangle+\langle q,\delta b\rangle .$$

Lean's `f` and `g` are the two bonds as functions of the configuration, and `f'`, `g'` are their derivatives. After the product rule, `change` writes out both linear maps on a displacement `v`, and `ring` confirms that they agree.

```lean
/-- Chain rule for the bond-angle cosine when both bonds depend differentiably on a
configuration `x` and neither vanishes there. -/
theorem bondCos_hasFDerivAt {G : Type*} [NormedAddCommGroup G] [NormedSpace ℝ G]
    {f g : G → E} {f' g' : G →L[ℝ] E} {x : G}
    (hf : HasFDerivAt f f' x) (hg : HasFDerivAt g g' x) (hfx : f x ≠ 0) (hgx : g x ≠ 0) :
    HasFDerivAt (fun y => bondCos (f y) (g y))
      ((innerSL ℝ (cosGrad (f x) (g x))).comp f'
        + (innerSL ℝ (cosGrad (g x) (f x))).comp g') x := by
  have h1 := hf.inner ℝ hg
  have h2 := (hasFDerivAt_inv_norm hfx).comp x hf
  have h3 := (hasFDerivAt_inv_norm hgx).comp x hg
  have e : (fun y => bondCos (f y) (g y))
      = fun y => inner ℝ (f y) (g y) * ‖f y‖⁻¹ * ‖g y‖⁻¹ := by
    funext y
    simp only [bondCos]
    ring
  rw [e]
  -- product rule, then compare the two linear maps on a displacement `v`
  refine HasFDerivAt.congr_fderiv ((h1.mul h2).mul h3) ?_
  ext v
  change (inner ℝ (f x) (g x) * ‖f x‖⁻¹) * ((-(‖g x‖⁻¹ ^ 3)) * inner ℝ (g x) (g' v))
      + ‖g x‖⁻¹ * (inner ℝ (f x) (g x) * ((-(‖f x‖⁻¹ ^ 3)) * inner ℝ (f x) (f' v))
        + ‖f x‖⁻¹ * (inner ℝ (f x) (g' v) + inner ℝ (f' v) (g x)))
    = inner ℝ (cosGrad (f x) (g x)) (f' v) + inner ℝ (cosGrad (g x) (f x)) (g' v)
  simp only [cosGrad, bondCos, real_inner_smul_left, inner_sub_left]
  rw [real_inner_comm (g x) (f' v), real_inner_comm (f x) (g x)]
  ring
```

Holding $b$ fixed sets $\delta b=0$ and leaves $\delta c=\langle p,\delta a\rangle$, which says that $p$ is the partial gradient. `HasGradientAt` means a full Fréchet gradient, covering all directions at once. Completeness of `E` is required because Mathlib identifies gradients with linear functionals; it is automatic in $\mathbb R^3$.

```lean
/-- For nonzero bonds, the partial gradient of the cosine with respect to the first bond is `cosGrad
a b`. -/
theorem hasGradientAt_bondCos [CompleteSpace E] {a b : E} (ha : a ≠ 0) (hb : b ≠ 0) :
    HasGradientAt (fun x => bondCos x b) (cosGrad a b) a := by
  rw [hasGradientAt_iff_hasFDerivAt]
  have d : HasFDerivAt (fun x => bondCos x b) _ a :=
    bondCos_hasFDerivAt (f := fun x => x) (g := fun _ => b)
      (hasFDerivAt_id a) (hasFDerivAt_const b a) ha hb
  refine d.congr_fderiv ?_
  ext v
  change inner ℝ (cosGrad a b) v + inner ℝ (cosGrad b a) (0 : E) = inner ℝ (cosGrad a b) v
  rw [inner_zero_right, add_zero]
```

## Direction and size of the gradient

Since $\langle\hat b,a\rangle=c\|a\|$ and $\langle\hat a,a\rangle=\|a\|$,

$$\langle p,a\rangle=\frac{c\|a\|-c\|a\|}{\|a\|}=0 .$$

This agrees with the fact that stretching a bond along its own direction leaves the angle unchanged. The lemma also admits zero bonds, where it holds without physical content: $a=0$ makes the inner product zero, and for $b=0$ Lean's convention $1/0=0$ makes `cosGrad a b` zero.

```lean
/-- The vector `cosGrad a b` is orthogonal to `a`. -/
theorem inner_cosGrad_self (a b : E) : inner ℝ (cosGrad a b) a = 0 := by
  rcases eq_or_ne a 0 with rfl | ha
  · simp
  rcases eq_or_ne b 0 with rfl | hb
  · simp [cosGrad, bondCos]
  have hn : ‖a‖ ≠ 0 := norm_ne_zero_iff.mpr ha
  have hm : ‖b‖ ≠ 0 := norm_ne_zero_iff.mpr hb
  simp only [cosGrad, bondCos, real_inner_smul_left, inner_sub_left,
    real_inner_self_eq_norm_sq, real_inner_comm a b]
  field_simp
  ring
```

The size follows from expanding the square:

$$\|a\|^2\|p\|^2=\|\hat b-c\hat a\|^2=1-2c^2+c^2=1-c^2 .$$

With $\theta$ the bond angle, this reads $\|p\|=\sin\theta/\|a\|$: a shorter bond has a larger gradient at the same angle, and the gradient vanishes when the bonds are collinear.

```lean
/-- For nonzero bonds `a` and `b` with cosine `c`, the vector `p = cosGrad a b` satisfies `(‖a‖
‖p‖)² = 1 - c²`. -/
theorem norm_cosGrad {a b : E} (ha : a ≠ 0) (hb : b ≠ 0) :
    (‖a‖ * ‖cosGrad a b‖) ^ 2 = 1 - bondCos a b ^ 2 := by
  have hn : ‖a‖ ≠ 0 := norm_ne_zero_iff.mpr ha
  have hm : ‖b‖ ≠ 0 := norm_ne_zero_iff.mpr hb
  rw [mul_pow, ← real_inner_self_eq_norm_sq (cosGrad a b)]
  -- expand by linearity first, then evaluate the inner products of the bonds
  simp only [cosGrad, bondCos, real_inner_smul_left, real_inner_smul_right, inner_sub_left,
    inner_sub_right]
  simp only [real_inner_self_eq_norm_sq, real_inner_comm a b]
  field_simp
  ring
```

## From the cosine to three atoms

Place atoms at $r_1,r_2,r_3$ with vertex $r_2$, so that $a=r_1-r_2$ and $b=r_3-r_2$. Let the energy be $U(c)$, with slope $k=U'(c)$ at the current cosine. Moving $r_1$ by $v$ gives $\delta a=v$, $\delta b=0$; moving $r_3$ gives $\delta a=0$, $\delta b=v$; moving the vertex gives $\delta a=\delta b=-v$. Hence

$$\nabla_1U=k\,p,\qquad \nabla_2U=-k(p+q),\qquad \nabla_3U=k\,q .$$

The hypothesis `hU` asks only that $U$ be differentiable at this one value of $c$, and $k$ is the slope of the energy there, not a force constant. An energy written as a differentiable function of $\theta$ qualifies whenever the bonds are not collinear. The proof applies the configuration chain rule three times, once per atom.

```lean
/-- For an angle energy `U(c)` with slope `k` at the current cosine, the gradients with respect to
the end atom `r₁`, the vertex `r₂` and the end atom `r₃` are `k p`, `-k (p + q)` and `k q`. Here `a
= r₁ - r₂` and `b = r₃ - r₂` are nonzero, `p = cosGrad a b` and `q = cosGrad b a`. -/
theorem angle_energy_gradients [CompleteSpace E] {U : ℝ → ℝ} {k : ℝ} {r₁ r₂ r₃ : E}
    (h1 : r₁ ≠ r₂) (h3 : r₃ ≠ r₂)
    (hU : HasDerivAt U k (bondCos (r₁ - r₂) (r₃ - r₂))) :
    HasGradientAt (fun x => U (bondCos (x - r₂) (r₃ - r₂)))
        (k • cosGrad (r₁ - r₂) (r₃ - r₂)) r₁ ∧
      HasGradientAt (fun x => U (bondCos (r₁ - x) (r₃ - x)))
        (-(k • (cosGrad (r₁ - r₂) (r₃ - r₂) + cosGrad (r₃ - r₂) (r₁ - r₂)))) r₂ ∧
      HasGradientAt (fun x => U (bondCos (r₁ - r₂) (x - r₂)))
        (k • cosGrad (r₃ - r₂) (r₁ - r₂)) r₃ := by
  have n1 := sub_ne_zero.mpr h1
  have n3 := sub_ne_zero.mpr h3
  have hs : ∀ c x : E, HasFDerivAt (fun y => y - c) (ContinuousLinearMap.id ℝ E) x :=
    fun c x => (hasFDerivAt_id x).sub_const c
  have ht : ∀ c x : E, HasFDerivAt (fun y => c - y) (-ContinuousLinearMap.id ℝ E) x :=
    fun c x => (hasFDerivAt_id x).const_sub c
  -- moving an end atom changes one bond, moving the vertex changes both
  have d1 := bondCos_hasFDerivAt (hs r₂ r₁) (hasFDerivAt_const (r₃ - r₂) r₁) n1 n3
  have d2 := bondCos_hasFDerivAt (ht r₁ r₂) (ht r₃ r₂) n1 n3
  have d3 := bondCos_hasFDerivAt (hasFDerivAt_const (r₁ - r₂) r₃) (hs r₂ r₃) n1 n3
  simp only [hasGradientAt_iff_hasFDerivAt]
  refine ⟨(HasDerivAt.comp_hasFDerivAt r₁ hU d1).congr_fderiv ?_,
    (HasDerivAt.comp_hasFDerivAt r₂ hU d2).congr_fderiv ?_,
    (HasDerivAt.comp_hasFDerivAt r₃ hU d3).congr_fderiv ?_⟩ <;> ext v
  · change k * (inner ℝ (cosGrad (r₁ - r₂) (r₃ - r₂)) v
      + inner ℝ (cosGrad (r₃ - r₂) (r₁ - r₂)) (0 : E))
      = inner ℝ (k • cosGrad (r₁ - r₂) (r₃ - r₂)) v
    rw [inner_zero_right, real_inner_smul_left, add_zero]
  · change k * (inner ℝ (cosGrad (r₁ - r₂) (r₃ - r₂)) (-v)
      + inner ℝ (cosGrad (r₃ - r₂) (r₁ - r₂)) (-v))
      = inner ℝ (-(k • (cosGrad (r₁ - r₂) (r₃ - r₂) + cosGrad (r₃ - r₂) (r₁ - r₂)))) v
    simp only [inner_neg_right, inner_neg_left, real_inner_smul_left, inner_add_left]
    ring
  · change k * (inner ℝ (cosGrad (r₁ - r₂) (r₃ - r₂)) (0 : E)
      + inner ℝ (cosGrad (r₃ - r₂) (r₁ - r₂)) v)
      = inner ℝ (k • cosGrad (r₃ - r₂) (r₁ - r₂)) v
    rw [inner_zero_right, real_inner_smul_left, zero_add]
```

## Cancellation of the torques

In $\mathbb R^3$ the term $-c\,\hat a/\|a\|$ in the formula for $p$ is parallel to $a$ and drops out of the cross product $a\times p$; the same happens for $q$ and $b$:

$$a\times p=\frac{a\times b}{\|a\|\|b\|},\qquad b\times q=\frac{b\times a}{\|a\|\|b\|}.$$

These are opposite. The local fact `h` is the first formula for arbitrary vectors; using it twice, together with antisymmetry, completes the proof. The suffix `.ofLp` passes from a Euclidean vector to its coordinates, on which Mathlib's cross product `⨯₃` acts.

```lean
/-- In three dimensions, `a × p + b × q = 0` for `p = cosGrad a b` and `q = cosGrad b a`. -/
theorem torque_balance (a b : EuclideanSpace ℝ (Fin 3)) :
    a.ofLp ⨯₃ (cosGrad a b).ofLp + b.ofLp ⨯₃ (cosGrad b a).ofLp = 0 := by
  -- the part of each gradient along its own bond drops out
  have h : ∀ u v : EuclideanSpace ℝ (Fin 3),
      u.ofLp ⨯₃ (cosGrad u v).ofLp = (‖u‖⁻¹ * ‖v‖⁻¹) • (u.ofLp ⨯₃ v.ofLp) := by
    intro u v
    simp only [cosGrad, WithLp.ofLp_smul, WithLp.ofLp_sub, map_smul, map_sub, cross_self,
      smul_zero, sub_zero, smul_smul]
  rw [h a b, h b a, ← cross_anticomm b.ofLp a.ofLp]
  module
```

For nonzero $a,b\in\mathbb R^3$, the main theorem collects both gradients, both orthogonality relations and the torque identity. The gradient with respect to $b$ comes from the one for $a$ by the symmetry of the cosine.

```lean
/-- For nonzero bonds in three dimensions, `p` and `q` are the partial gradients of the
bond-angle cosine, each is orthogonal to its own bond, and `a × p + b × q = 0`. -/
theorem angle_bending (a b : EuclideanSpace ℝ (Fin 3)) (ha : a ≠ 0) (hb : b ≠ 0) :
    HasGradientAt (fun x => bondCos x b) (cosGrad a b) a ∧
      HasGradientAt (fun y => bondCos a y) (cosGrad b a) b ∧
      inner ℝ (cosGrad a b) a = 0 ∧ inner ℝ (cosGrad b a) b = 0 ∧
      a.ofLp ⨯₃ (cosGrad a b).ofLp + b.ofLp ⨯₃ (cosGrad b a).ofLp = 0 := by
  refine ⟨hasGradientAt_bondCos ha hb, ?_, inner_cosGrad_self a b, inner_cosGrad_self b a,
    torque_balance a b⟩
  simp only [bondCos_comm a]
  exact hasGradientAt_bondCos hb ha
```

The forces are minus the energy gradients: $-kp$, $k(p+q)$ and $-kq$. They sum to zero, and their total torque about the origin is

$$r_1\times(-kp)+r_2\times k(p+q)+r_3\times(-kq)=-k\big[(r_1-r_2)\times p+(r_3-r_2)\times q\big]=0 .$$

The last proof is this regrouping: `linear_combination` multiplies the torque identity by $-k$. In the statement $k$ is any real number, and the hypotheses `hp` and `hq` say that $p$ and $q$ are the vectors `cosGrad a b` and `cosGrad b a` for $a=r_1-r_2$ and $b=r_3-r_2$; for arbitrary $p$ and $q$ the torques would not cancel. The energy theorem above identifies $-kp$, $k(p+q)$ and $-kq$ as the forces when both bonds are nonzero and $k$ is the slope of $U$ at the current cosine.

```lean
/-- The vectors `-k p`, `k (p + q)` and `-k q`, applied at `r₁`, `r₂` and `r₃`, have zero total
torque about the origin. -/
theorem total_torque_zero (k : ℝ) (r₁ r₂ r₃ p q : EuclideanSpace ℝ (Fin 3))
    (hp : p = cosGrad (r₁ - r₂) (r₃ - r₂)) (hq : q = cosGrad (r₃ - r₂) (r₁ - r₂)) :
    r₁.ofLp ⨯₃ (-(k • p)).ofLp + r₂.ofLp ⨯₃ (k • (p + q)).ofLp
      + r₃.ofLp ⨯₃ (-(k • q)).ofLp = 0 := by
  have h := torque_balance (r₁ - r₂) (r₃ - r₂)
  rw [← hp, ← hq] at h
  simp only [WithLp.ofLp_sub, map_sub, LinearMap.sub_apply] at h
  simp only [WithLp.ofLp_neg, WithLp.ofLp_smul, WithLp.ofLp_add, map_neg, map_smul, map_add]
  linear_combination (norm := module) (-k) • h

end

end AngleBending
```

In classical mechanics, the forces from a single three-atom angle term of this kind thus contribute nothing to the rate of change of the total linear or angular momentum of its atoms, at any configuration where both bonds are nonzero and $U$ is differentiable at the current cosine.

```lean
#print axioms AngleBending.norm_cosGrad
-- 'AngleBending.norm_cosGrad' depends on axioms: [propext, Classical.choice, Quot.sound]
#print axioms AngleBending.angle_energy_gradients
-- 'AngleBending.angle_energy_gradients' depends on axioms: [propext, Classical.choice, Quot.sound]
#print axioms AngleBending.angle_bending
-- 'AngleBending.angle_bending' depends on axioms: [propext, Classical.choice, Quot.sound]
#print axioms AngleBending.total_torque_zero
-- 'AngleBending.total_torque_zero' depends on axioms: [propext, Classical.choice, Quot.sound]
```
